# Microiterations with differentiable global MM relaxation preserve stationarity and global minimality

For one outer coordinate x and one inner coordinate y with energy E(x,y) = x² + (y − x)², the inner coordinate relaxes to y*(x) = x, where its force vanishes, so the slope 2x of the relaxed energy g(x) = E(x,y*(x)) = x² is simply ∂E/∂x at the relaxed geometry. The Lean file below proves that the same cancellation makes stationary points of g correspond to those of E at relaxed geometries, and that global minimisers correspond too, by a direct comparison of energies, whenever E and y* are differentiable and y*(x) globally minimises E(x,·) for every x.

```lean
import Mathlib

open Filter Topology

namespace QMMMMicroiterations

variable {X Y : Type*} [NormedAddCommGroup X] [NormedSpace ℝ X]
  [NormedAddCommGroup Y] [NormedSpace ℝ Y]

/-- The energy as a function of the outer coordinates `x` alone, with the inner coordinates
placed at `ys x`. -/
def relaxedEnergy (E : X × Y → ℝ) (ys : X → Y) (x : X) : ℝ := E (x, ys x)

/-- For every outer geometry `x`, the inner geometry `ys x` has the lowest energy. -/
def IsRelaxation (E : X × Y → ℝ) (ys : X → Y) : Prop :=
  ∀ x y, E (x, ys x) ≤ E (x, y)

/-- A critical point of an energy: the energy is differentiable there with zero derivative. -/
def IsCritical {V : Type*} [NormedAddCommGroup V] [NormedSpace ℝ V] (f : V → ℝ) (v : V) : Prop :=
  HasFDerivAt f (0 : V →L[ℝ] ℝ) v

/-- At a relaxed geometry the energy has zero slope along every inner displacement. -/
theorem inner_force_zero {E : X × Y → ℝ} {ys : X → Y} (hmin : IsRelaxation E ys) {x : X}
    {E' : X × Y →L[ℝ] ℝ} (hE : HasFDerivAt E E' (x, ys x)) (v : Y) : E' (0, v) = 0 := by
  have hf : HasFDerivAt (fun y : Y => (x, y)) (ContinuousLinearMap.inr ℝ X Y) (ys x) :=
    hasFDerivAt_prodMk_right x (ys x)
  have h := HasFDerivAt.comp (f := fun y : Y => (x, y)) (ys x) hE hf
  have m : IsLocalMin (E ∘ fun y : Y => (x, y)) (ys x) :=
    Filter.Eventually.of_forall fun y => hmin x y
  have h0 := m.hasFDerivAt_eq_zero h
  exact DFunLike.congr_fun h0 v

/-- The gradient of the relaxed energy is the outer part of the full gradient; the response of
the inner coordinates does not contribute. -/
theorem relaxed_gradient {E : X × Y → ℝ} {ys : X → Y} (hmin : IsRelaxation E ys) {x : X}
    {E' : X × Y →L[ℝ] ℝ} (hE : HasFDerivAt E E' (x, ys x)) (hys : DifferentiableAt ℝ ys x) :
    HasFDerivAt (relaxedEnergy E ys) (E'.comp (ContinuousLinearMap.inl ℝ X Y)) x := by
  have hf := (hasFDerivAt_id (𝕜 := ℝ) x).prodMk hys.hasFDerivAt
  have h := HasFDerivAt.comp (f := fun x : X => (id x, ys x)) x hE hf
  -- the chain-rule term through `ys` is an inner force, hence zero
  have e : E'.comp ((ContinuousLinearMap.id ℝ X).prod (fderiv ℝ ys x))
      = E'.comp (ContinuousLinearMap.inl ℝ X Y) := by
    ext u
    change E' (u, fderiv ℝ ys x u) = E' (u, 0)
    have hs : ((u, fderiv ℝ ys x u) : X × Y) = (u, 0) + (0, fderiv ℝ ys x u) := by simp
    rw [hs, map_add, inner_force_zero hmin hE, add_zero]
  rw [e] at h
  exact h

/-- The same gradient formula when the relaxed inner geometry is only continuous at `x`, for an
energy that is strictly differentiable at the relaxed geometry. -/
theorem relaxed_gradient_of_continuousAt {E : X × Y → ℝ} {ys : X → Y}
    (hmin : IsRelaxation E ys) {x : X} {E' : X × Y →L[ℝ] ℝ}
    (hE : HasStrictFDerivAt E E' (x, ys x)) (hys : ContinuousAt ys x) :
    HasFDerivAt (relaxedEnergy E ys) (E'.comp (ContinuousLinearMap.inl ℝ X Y)) x := by
  rw [hasFDerivAt_iff_isLittleO_nhds_zero, Asymptotics.isLittleO_iff]
  intro ε hε
  have hs := (Asymptotics.isLittleO_iff.1 hE.isLittleO) hε
  have hx : Tendsto (fun h : X => x + h) (𝓝 0) (𝓝 x) := by
    have hc : Continuous (fun h : X => x + h) := by fun_prop
    simpa using hc.tendsto 0
  have hy : Tendsto (fun h : X => ys (x + h)) (𝓝 0) (𝓝 (ys x)) := hys.tendsto.comp hx
  -- energy differences with the inner geometry frozen at its old and at its new position
  have t1 : Tendsto (fun h : X => ((x + h, ys x), (x, ys x))) (𝓝 0)
      (𝓝 ((x, ys x), (x, ys x))) :=
    (hx.prodMk_nhds tendsto_const_nhds).prodMk_nhds tendsto_const_nhds
  have t2 : Tendsto (fun h : X => ((x + h, ys (x + h)), (x, ys (x + h)))) (𝓝 0)
      (𝓝 ((x, ys x), (x, ys x))) :=
    (hx.prodMk_nhds hy).prodMk_nhds (tendsto_const_nhds.prodMk_nhds hy)
  filter_upwards [t1.eventually hs, t2.eventually hs] with h h1 h2
  have e : ∀ y : Y, ((x + h, y) : X × Y) - (x, y) = (h, 0) := fun y =>
    Prod.ext (by simp) (by simp)
  have hn : ‖((h, 0) : X × Y)‖ = ‖h‖ := by simp [Prod.norm_def]
  simp only [e, hn, Real.norm_eq_abs] at h1 h2
  change |E (x + h, ys (x + h)) - E (x, ys x) - E' (h, 0)| ≤ ε * ‖h‖
  rw [abs_le] at h1 h2 ⊢
  have m1 := hmin (x + h) (ys x)
  have m2 := hmin x (ys (x + h))
  constructor <;> linarith [h1.1, h1.2, h2.1, h2.2]

/-- If the relaxed energy has the outer part of the full gradient as its gradient, then its
critical points are those of the full energy at the relaxed geometry. -/
theorem critical_iff_of_gradient {E : X × Y → ℝ} {ys : X → Y} (hmin : IsRelaxation E ys) {x : X}
    {E' : X × Y →L[ℝ] ℝ} (hE : HasFDerivAt E E' (x, ys x))
    (hg : HasFDerivAt (relaxedEnergy E ys) (E'.comp (ContinuousLinearMap.inl ℝ X Y)) x) :
    IsCritical (relaxedEnergy E ys) x ↔ IsCritical E (x, ys x) := by
  unfold IsCritical
  constructor
  · intro h
    have h0 := hg.unique h
    have hz : E' = 0 := by
      refine ContinuousLinearMap.ext fun p => ?_
      have hp : p = (p.1, 0) + (0, p.2) := Prod.ext (by simp) (by simp)
      have h1 : E' (p.1, 0) = 0 := DFunLike.congr_fun h0 p.1
      rw [hp, map_add, h1, inner_force_zero hmin hE, add_zero]
      rfl
    rwa [hz] at hE
  · intro h
    have hz := hE.unique h
    rwa [hz, ContinuousLinearMap.zero_comp] at hg

/-- A pair `(x, y)` is a global minimiser of the full energy exactly when `x` minimises the
relaxed energy and `y` minimises the energy at fixed `x`. -/
theorem global_min_iff {X Y : Type*} {E : X × Y → ℝ} {ys : X → Y}
    (hmin : IsRelaxation E ys) (x : X) (y : Y) :
    (∀ p, E (x, y) ≤ E p) ↔
      (∀ x', relaxedEnergy E ys x ≤ relaxedEnergy E ys x') ∧ ∀ y', E (x, y) ≤ E (x, y') := by
  constructor
  · intro h
    exact ⟨fun x' => (hmin x y).trans (h (x', ys x')), fun y' => h (x, y')⟩
  · rintro ⟨h1, h2⟩ p
    exact (h2 (ys x)).trans ((h1 p.1).trans (hmin p.1 p.2))

/-- For a differentiable energy and a differentiable relaxed inner geometry, `x` is a critical point
of the relaxed energy exactly when `(x, ys x)` is one of the full energy, and likewise for global
minimisers. -/
theorem microiterations_exact {E : X × Y → ℝ} {ys : X → Y} (hE : Differentiable ℝ E)
    (hys : Differentiable ℝ ys) (hmin : IsRelaxation E ys) (x : X) :
    (IsCritical (relaxedEnergy E ys) x ↔ IsCritical E (x, ys x)) ∧
      ((∀ x', relaxedEnergy E ys x ≤ relaxedEnergy E ys x') ↔ ∀ p, E (x, ys x) ≤ E p) := by
  have hd := (hE (x, ys x)).hasFDerivAt
  refine ⟨critical_iff_of_gradient hmin hd (relaxed_gradient hmin hd (hys x)), ?_⟩
  rw [global_min_iff hmin x (ys x)]
  exact ⟨fun h => ⟨h, hmin x⟩, fun h => h.1⟩

/-- If the relaxed inner geometry is continuous at `x`, then `x` is a local minimum of the
relaxed energy exactly when `(x, ys x)` is a local minimum of the full energy. -/
theorem local_min_iff {X Y : Type*} [TopologicalSpace X] [TopologicalSpace Y]
    {E : X × Y → ℝ} {ys : X → Y} (hmin : IsRelaxation E ys) {x : X}
    (hys : ContinuousAt ys x) :
    IsLocalMin (relaxedEnergy E ys) x ↔ IsLocalMin E (x, ys x) := by
  constructor
  · intro h
    have h' : ∀ᶠ x' in 𝓝 x, relaxedEnergy E ys x ≤ relaxedEnergy E ys x' := h
    have t : Tendsto (Prod.fst : X × Y → X) (𝓝 (x, ys x)) (𝓝 x) := continuous_fst.tendsto _
    change ∀ᶠ p in 𝓝 (x, ys x), E (x, ys x) ≤ E p
    filter_upwards [t.eventually h'] with p hp
    exact le_trans hp (hmin p.1 p.2)
  · intro h
    have h' : ∀ᶠ p in 𝓝 (x, ys x), E (x, ys x) ≤ E p := h
    have t : Tendsto (fun x' : X => (x', ys x')) (𝓝 x) (𝓝 (x, ys x)) :=
      tendsto_id.prodMk_nhds hys.tendsto
    exact t.eventually h'

/-- Two springs, one outer with rest position `0` and one inner with rest position `1`. -/
def springEnergy (p : ℝ × ℝ) : ℝ := p.1 ^ 2 + (p.2 - 1) ^ 2

/-- With the inner spring frozen at `0` instead of relaxed, `0` is a critical point of the
resulting outer energy but `(0, 0)` is not one of the full energy. -/
theorem frozen_environment_fails :
    IsCritical (relaxedEnergy springEnergy (fun _ => 0)) 0 ∧
      ¬ IsCritical springEnergy (0, 0) := by
  constructor
  · have d : DifferentiableAt ℝ (relaxedEnergy springEnergy (fun _ => 0)) 0 := by
      unfold relaxedEnergy springEnergy
      fun_prop
    have m : IsLocalMin (relaxedEnergy springEnergy (fun _ => 0)) 0 :=
      Filter.Eventually.of_forall fun x => by
        simp only [relaxedEnergy, springEnergy]
        nlinarith [sq_nonneg x]
    have h := d.hasFDerivAt
    rwa [m.fderiv_eq_zero] at h
  · intro h
    have h' : HasFDerivAt springEnergy (0 : ℝ × ℝ →L[ℝ] ℝ) (0, 0) := h
    have hf : HasFDerivAt (fun t : ℝ => ((0 : ℝ), t)) (ContinuousLinearMap.inr ℝ ℝ ℝ) 0 :=
      hasFDerivAt_prodMk_right 0 0
    have h1 := (HasFDerivAt.comp (f := fun t : ℝ => ((0 : ℝ), t)) (0 : ℝ) h' hf).hasDerivAt
    -- the inner spring still pulls with slope `-2`
    have h2 : HasDerivAt (fun t : ℝ => (0 : ℝ) ^ 2 + (t - 1) ^ 2) (-2) 0 :=
      ((((hasDerivAt_id' (0 : ℝ)).sub_const 1).fun_pow 2).const_add ((0 : ℝ) ^ 2)).congr_deriv
        (by norm_num)
    have h3 := h1.unique h2
    norm_num at h3

end QMMMMicroiterations
```

```lean
#print axioms QMMMMicroiterations.relaxed_gradient_of_continuousAt
-- 'QMMMMicroiterations.relaxed_gradient_of_continuousAt' depends on axioms: [propext, Classical.choice, Quot.sound]
#print axioms QMMMMicroiterations.microiterations_exact
-- 'QMMMMicroiterations.microiterations_exact' depends on axioms: [propext, Classical.choice, Quot.sound]
#print axioms QMMMMicroiterations.local_min_iff
-- 'QMMMMicroiterations.local_min_iff' depends on axioms: [propext, Classical.choice, Quot.sound]
#print axioms QMMMMicroiterations.frozen_environment_fails
-- 'QMMMMicroiterations.frozen_environment_fails' depends on axioms: [propext, Classical.choice, Quot.sound]
```

## The energy surface left after the environment relaxes

In a QM/MM geometry optimisation, x stands for the outer coordinates, usually the QM region, and y for the inner coordinates, usually the MM environment. Microiterations relax y completely before each step in x, so the outer optimiser only ever sees g.

In the file, `X` and `Y` are the two coordinate spaces. They may be any real normed spaces, which includes R^m and R^n. The energy `E` takes a pair of geometries, `ys` is the map y*, and `relaxedEnergy E ys` is g. The hypothesis `IsRelaxation E ys` says that

E(x, y*(x)) ≤ E(x, y) for all x and y.

Physically, the environment always sits in its lowest-energy arrangement for the given QM geometry. That such an arrangement exists is assumed. It need not be unique, since `ys` only has to select one.

The derivative of E at a point is a linear map E′ acting on a pair of displacements (u,v). In ordinary notation,

E′(u,v) = ∂E/∂x · u + ∂E/∂y · v,

and the forces are minus these partial gradients. `IsCritical f v` means that f is differentiable at v with derivative zero, so a kink never counts as a stationary point.

The main theorem, `microiterations_exact`, makes two statements for each x:

- x is a critical point of g if and only if (x, y*(x)) is a critical point of E.
- x is a global minimiser of g if and only if (x, y*(x)) is a global minimiser of E.

The first covers saddle points in x as well as minima, and so applies to transition-state searches. It concerns relaxed geometries only: a stationary point (x,y) of E at which y is not a global minimiser of E(x,·) does not appear on the relaxed surface. A transition state whose downhill direction lies in the environment is of this kind.

The energy is real-valued and defined for all pairs of geometries, so singular configurations such as coinciding nuclei are not modelled. The theorem compares two surfaces and says nothing about whether an optimiser converges on either.

## Why the response of the environment drops out

Fix x and displace the environment from y*(x) along any direction v. The function t ↦ E(x, y*(x) + tv) has a minimum at t = 0, so its slope there is zero:

E′(0,v) = 0 for every v.

This is `inner_force_zero`. Lean composes E with the map y ↦ (x,y), whose derivative sends v to (0,v), and applies the rule that a derivative vanishes at a local minimum.

Now let x move by u. To first order the environment follows by Dy*(x)u, where Dy*(x) is the derivative of y* at x. The chain rule and linearity give

Dg(x)u = E′(u, Dy*(x)u)
= E′(u,0) + E′(0, Dy*(x)u)
= E′(u,0).

The response term is an inner force contracted with a displacement, and that force is zero. The gradient of g is therefore the outer part of the gradient of E. `relaxed_gradient` follows the same lines: it forms the chain-rule derivative, splits the displacement into (u,0) and (0, Dy*(x)u), and removes the second part with `inner_force_zero`.

The equivalence of critical points follows. If Dg(x) = 0, then E′(u,0) = 0 for every u, and

E′(u,v) = E′(u,0) + E′(0,v) = 0.

Conversely, if E′ = 0, then Dg(x)u = E′(u,0) = 0. This is `critical_iff_of_gradient`. In both directions it uses the uniqueness of derivatives to identify the known derivative with zero.

## Minima compared without derivatives

If x minimises g globally, then for any pair (x′,y′)

E(x, y*(x)) = g(x) ≤ g(x′) ≤ E(x′,y′),

where the last step is the relaxation hypothesis at x′. Conversely, if (x, y*(x)) minimises E, comparing it with (x′, y*(x′)) gives g(x) ≤ g(x′).

`global_min_iff` extends this to an arbitrary pair: (x,y) is a global minimiser of E exactly when x minimises g and y minimises E(x,·). In the forward direction,

g(x) ≤ E(x,y) ≤ E(x′, y*(x′)) = g(x′),

while comparison with the pairs (x,y′) shows that y is optimal at fixed x. In the reverse direction,

E(x,y) ≤ E(x, y*(x)) = g(x) ≤ g(x′) ≤ E(x′,y′).

The Lean proof consists of these chains of inequalities, and needs neither smoothness nor a topology.

Local minima correspond as well when y* is continuous at x, which is `local_min_iff`. If g has a local minimum at x, then E(x′,y′) ≥ g(x′) ≥ g(x) for all (x′,y′) close to (x, y*(x)). For the converse, continuity keeps (x′, y*(x′)) close to (x, y*(x)) when x′ is close to x, so the local minimality of E applies to it.

## A continuous relaxation is enough for smoother energies

The chain rule needs a derivative of y*. `relaxed_gradient_of_continuousAt` does without one: y* need only be continuous at x, provided that E is strictly differentiable at (x, y*(x)). Strict differentiability means that the linear approximation holds for differences between any two points near the relaxed geometry; a continuously differentiable energy has this property.

For a small outer displacement h, the relaxation hypothesis, used once at x and once at x + h, gives

E(x+h, y*(x+h)) − E(x, y*(x+h)) ≤ g(x+h) − g(x)

and

g(x+h) − g(x) ≤ E(x+h, y*(x)) − E(x, y*(x)).

Each bound is an energy difference with the environment frozen, at its new position in the first line and at its old position in the second. All the points involved tend to (x, y*(x)) as h → 0, so both bounds equal E′(h,0) up to an error small compared with ‖h‖. The difference of g is squeezed between them and has the same linear part.

In Lean, `t1` and `t2` state that the two pairs of points converge, `m1` and `m2` are the two uses of the relaxation hypothesis, and `linarith` combines the inequalities. The resulting gradient formula can be passed to `critical_iff_of_gradient`, which gives the equivalence of critical points under these weaker conditions on y*.

## A frozen spring breaks the correspondence

`springEnergy` is

E(x,y) = x² + (y − 1)².

If the inner coordinate is held at y = 0, the outer energy becomes x² + 1, which is stationary at x = 0. The full energy is not stationary at (0,0), because its inner slope there is

2(0 − 1) = −2.

`frozen_environment_fails` proves both facts. For the second, it restricts E to the line x = 0 and shows that a zero full gradient would force −2 = 0. An optimisation that converges in the QM coordinates around an unrelaxed environment can therefore stop at a point that is not stationary for the whole system.

## The outer gradient in a QM/MM optimiser

One macroiteration of such an optimiser runs as follows:

1. Hold x fixed and minimise over y until the inner forces are negligible.
2. Evaluate the QM/MM gradient at the relaxed geometry.
3. Pass only its outer part, ∂E/∂x, to the optimiser that updates x.

The derivative of y* is never computed. With a subtractive energy and mechanical embedding,

E(x,y) = E_MM(x,y) + E_QM(x) − E_MM(x),

where E_MM(x,y) is the force-field energy of the whole system and the other two terms are the QM and force-field energies of the QM region alone, only the first term depends on y. Step 1 then needs no QM calculation, provided that x includes every atom that fixes the geometry of the QM region, including those that determine the positions of link atoms.

A real inner loop stops at a finite threshold. If it returns a differentiable ỹ(x) with remaining inner gradient r = ∂E/∂y, the slope of x ↦ E(x, ỹ(x)) along u is

∂E/∂x · u + r · Dỹ(x)u.

The second term is the error made by keeping only the outer part, so loose inner convergence can show up as an inconsistency between the energies and gradients seen by the outer optimiser. A similar error can arise when the inner loop minimises an approximate energy, for instance one in which fixed point charges replace the QM density, because the inner gradient of the actual E then need not vanish. Practical minimisers also usually find a local minimum of the environment, whereas the theorems here assume a global one; a jump between environment minima during the optimisation can make the relaxed energy discontinuous.
